# For Dyson responses χ and χ̄ with the same polarizability and interactions v̄ + v₀ e e† and v̄, (1 + v₀ e†χe)(1 − v₀ e†χ̄e) = 1

The responses χ and χ̄ have the same polarizability P and solve the Dyson equations χ̄ = P + P v̄ χ̄ and χ = P + P (v̄ + v₀ e e†) χ, where the added term v₀ e e† is the long-range part of the interaction. The theorem `macroscopic_formula` states that (1 + v₀ e†χe)(1 − v₀ e†χ̄e) = 1. All matrices are finite and complex, and 1 − P v̄ is assumed invertible. The vector e need not be normalised, so the head e†Ae is e†e times the normalised value when e is nonzero. The proof first derives χ = χ̄ + v₀ χ̄ e e† χ, then takes the head of both sides to get a scalar equation, from which the product formula follows by algebra.

Lean 4 with Mathlib refuses this proof:

```lean
import Mathlib

open Matrix

namespace MacroscopicDielectric

noncomputable section

variable {n : Type*} [Fintype n] [DecidableEq n]

/-- The response matrix `χ` solves the Dyson equation `χ = P + P v χ` with irreducible
polarizability `P` and interaction `v`. -/
def IsDyson (P v χ : Matrix n n ℂ) : Prop := χ = P + P * v * χ

/-- The matrix `e e†` of the long-range channel `e`. -/
def dyad (e : n → ℂ) : Matrix n n ℂ := vecMulVec e (star e)

/-- The head `e† A e` of a matrix `A` in the channel `e`. -/
def head (e : n → ℂ) (A : Matrix n n ℂ) : ℂ := star e ⬝ᵥ (A *ᵥ e)

/-- The full interaction `v = v̄ + v₀ e e†`: a short-range part and a long-range part. -/
def fullKernel (vb : Matrix n n ℂ) (v₀ : ℂ) (e : n → ℂ) : Matrix n n ℂ :=
  vb + v₀ • dyad e

omit [DecidableEq n] in
/-- The matrix `e e†` sends a vector `w` to `(e† w) e`. -/
theorem dyad_mulVec (e w : n → ℂ) : dyad e *ᵥ w = (star e ⬝ᵥ w) • e := by
  ext i
  simp only [dyad, mulVec, dotProduct, vecMulVec_apply, Pi.smul_apply, smul_eq_mul,
    Finset.sum_mul]
  exact Finset.sum_congr rfl fun j _ => by ring

omit [DecidableEq n] in
/-- The head of `A e e† B` is the product of the heads of `A` and `B`. -/
theorem head_mul_dyad_mul (e : n → ℂ) (A B : Matrix n n ℂ) :
    head e (A * dyad e * B) = head e A * head e B := by
  unfold head
  rw [← mulVec_mulVec, ← mulVec_mulVec, dyad_mulVec, mulVec_smul, dotProduct_smul,
    smul_eq_mul, mul_comm]

/-- Two responses with the same polarizability and different interactions are linked by
`χ = χ̄ + χ̄ (v - v̄) χ`. -/
theorem dyson_between {P vb v χb χ : Matrix n n ℂ} (hu : IsUnit (1 - P * vb))
    (hb : IsDyson P vb χb) (hχ : IsDyson P v χ) :
    χ = χb + χb * (v - vb) * χ := by
  unfold IsDyson at hb hχ
  have h1 : (1 - P * vb) * χb = P := by
    linear_combination (norm := noncomm_ring) hb
  have h2 : (1 - P * vb) * χ = P + P * (v - vb) * χ := by
    linear_combination (norm := noncomm_ring) hχ
  -- both sides agree after multiplication by the invertible matrix `1 - P v̄`
  apply hu.mul_left_cancel
  calc (1 - P * vb) * χ = P + P * (v - vb) * χ := h2
    _ = (1 - P * vb) * χb + (1 - P * vb) * χb * (v - vb) * χ := by rw [h1]
    _ = (1 - P * vb) * (χb + χb * (v - vb) * χ) := by simp only [mul_add, mul_assoc]

/-- The heads of the full response `χ` and of the response `χ̄` without the long-range part
satisfy `(1 + v₀ e†χe)(1 - v₀ e†χ̄e) = 1`. -/
theorem macroscopic_formula {P vb χb χ : Matrix n n ℂ} {v₀ : ℂ} {e : n → ℂ}
    (hu : IsUnit (1 - P * vb)) (hb : IsDyson P vb χb)
    (hχ : IsDyson P (fullKernel vb v₀ e) χ) :
    (1 + v₀ * head e χ) * (1 - v₀ * head e χb) = 1 := by
  have h : χ = χb + v₀ • (χb * dyad e * χ) := by
    have h' := dyson_between hu hb hχ
    rwa [fullKernel, add_sub_cancel_left, mul_smul_comm, smul_mul_assoc] at h'
  -- the matrix relation becomes a scalar one for the heads
  have hs : head e χ = head e χb + v₀ * (head e χb * head e χ) := by
    rw [← head_mul_dyad_mul]
    have h' := congrArg (head e) h
    rw [h']
    simp only [head, add_mulVec, smul_mulVec, dotProduct_add, dotProduct_smul, smul_eq_mul]
    rw [← h]
  linear_combination v₀ * hs

end

end MacroscopicDielectric
```

The error:

```
Main.lean:72:8: error: No goals to be solved
```

The message says that `rw [← h]` had nothing left to prove: the `simp only` before it had already closed the goal of `hs`.

After `rw [← head_mul_dyad_mul]`, the right side of that goal is `head e χb + v₀ * head e (χb * dyad e * χ)`. The equation `h'` rewrites the term `head e χ`, which now stands only on the left. The `χ` inside `χb * dyad e * χ` is not of that form and stays as it is. The left side becomes `head e (χb + v₀ • (χb * dyad e * χ))`, and `simp only` unfolds `head` and splits the sum and the scalar factor, so that both sides are the same and the goal closes.

There is thus no expanded `χ` for `rw [← h]` to fold back, and no goal for it to act on. The diff deletes this line, and `hs` is then proved by the steps that remain.

After these edits no error is left:

```diff
@@ -70,5 +70,4 @@
     rw [h']
     simp only [head, add_mulVec, smul_mulVec, dotProduct_add, dotProduct_smul, smul_eq_mul]
-    rw [← h]
   linear_combination v₀ * hs
 
```
